# Averaged over a finite set of fluctuations \(x\) with mean square \(q\), closed under cycling the components and under reversing the sign of a single one, \(|m+x|^2(m+x)\) becomes \((|m|^2+5q/3)\,m\)

**Q:** Take a magnet with mean moment \(m\) and Landau field \(a\,m+b|m|^2m\), with \(b>0\). Here \(a\) is the inverse susceptibility at \(m=0\) without fluctuations, and \(b\) measures how strongly the quartic energy resists a growing moment. If I insert only the mean moment, I predict order as soon as \(a<0\). But the local moment is \(m+x\), with a fluctuation \(x\) of mean square \(q>0\), and the cubic term responds to it. If the fluctuations have the symmetry named in the title, then for \(-5bq/3\le a<0\) I would report a moment that the averaged field doesn't support. Where does the \(5/3\) come from?

**A:** From expanding the cubic term:

\[
|m+x|^2(m+x)=|m|^2m+|m|^2x+2(m\cdot x)m+2(m\cdot x)x+|x|^2m+|x|^2x .
\]

Let \(x\) run with equal weights over a nonempty finite set \(X\) that is mapped into itself by cycling the components \((x_0,x_1,x_2)\) and by \(x_0\to-x_0\). Write \(\langle\cdot\rangle\) for the average, so \(q=\langle|x|^2\rangle\). Both operations merely reorder \(X\), so they leave averages unchanged.

The sign change gives \(\langle x_0\rangle=-\langle x_0\rangle=0\), and cycling carries this to \(x_1\) and \(x_2\). Since \(|x|^2\) is unchanged by both operations, \(\langle|x|^2x_i\rangle=0\) follows in the same way. The second, third and sixth terms therefore average to zero.

The sign change also gives \(\langle x_0x_1\rangle=0\), and cycling then gives \(\langle x_1x_2\rangle=\langle x_2x_0\rangle=0\). Cycling makes the three \(\langle x_i^2\rangle\) equal, so each is \(q/3\). Hence \(\langle(m\cdot x)x\rangle=(q/3)m\), and

\[
\langle|m+x|^2(m+x)\rangle=\Bigl(|m|^2+\tfrac{2q}{3}+q\Bigr)m=\Bigl(|m|^2+\tfrac{5q}{3}\Bigr)m .
\]

**Q:** And the threshold?

**A:** Since \(\langle m+x\rangle=m\), the averaged field is \((A+b|m|^2)m\) with \(A=a+5bq/3\). At a nonzero \(m\) it vanishes exactly when \(b|m|^2=-A\). For \(b>0\) this forces \(A<0\); conversely, if \(A<0\), the moment \((\sqrt{-A/b},0,0)\) satisfies it.

**Q:** Now the Lean version. What is a fluctuation there, and how much symmetry have you put in?

**A:** Moments and fluctuations are both real vectors with three components, of type `Vec`, indexed 0, 1, 2 as above. The two operations are separate functions.

```lean
import Mathlib

open Matrix

namespace SpinFluctuationRenormalization

noncomputable section

/-- Magnetization vectors with three Cartesian components. -/
abbrev Vec := Fin 3 → ℝ

/-- Cyclic permutation of the Cartesian components. -/
def cycle (x : Vec) : Vec := ![x 1, x 2, x 0]

/-- Sign change of the first Cartesian component. -/
def flipFirst (x : Vec) : Vec := ![-x 0, x 1, x 2]
```

The symmetry hypothesis is closure under these two operations. The name `CubicInvariant` suggests the full cubic point group, but less is required: exchanging just two components need not preserve the set.

```lean
/-- A finite set of fluctuations that is closed under cyclic permutation of the components
and under sign change of the first component. -/
structure CubicInvariant (X : Finset Vec) : Prop where
  cycle_mem : ∀ x ∈ X, cycle x ∈ X
  flip_mem : ∀ x ∈ X, flipFirst x ∈ X
```

**Q:** A thermal average has Boltzmann weights. Yours?

**A:** Equal weights: the sum over \(X\) divided by the number of elements. `meanSq` is \(q\), the total mean square over all three components, not the mean square per component. `landauField` is the field you started from, the gradient of \(\tfrac a2|m|^2+\tfrac b4|m|^4\).

```lean
/-- The average of a quantity over a nonempty finite set of fluctuations. -/
def avg {E : Type*} [AddCommGroup E] [Module ℝ E] (X : Finset Vec) (f : Vec → E) : E :=
  (X.card : ℝ)⁻¹ • ∑ x ∈ X, f x

/-- The mean squared fluctuation amplitude of a nonempty finite set. -/
def meanSq (X : Finset Vec) : ℝ := avg X (fun x => x ⬝ᵥ x)

/-- The Landau field `a m + b |m|² m` of a magnetization `m`. -/
def landauField (a b : ℝ) (m : Vec) : Vec := a • m + (b * (m ⬝ᵥ m)) • m
```

The step left to you is to identify the fluctuations of a real magnet with such a set, fixed independently of \(m\). In an ordered phase, fluctuations along the moment and across it generally differ, and \(q\) depends on temperature. Here \(q\) is given, not calculated self-consistently.

**Q:** You said the operations merely reorder \(X\). The hypothesis says only that they map \(X\) into itself.

**A:** Finiteness closes that gap. An injective map of a finite set into itself has an image with as many elements as the set, so the image is the whole set. `sum_symm` proves this and rewrites the sum over the image. `CubicInvariant.sum_eq` applies it to both operations, after checking component by component that they are injective.

```lean
/-- The dot product in Cartesian components. -/
theorem dot3 (u v : Vec) : u ⬝ᵥ v = u 0 * v 0 + u 1 * v 1 + u 2 * v 2 := by
  simp [dotProduct, Fin.sum_univ_three]

/-- A sum over a finite set is unchanged by an injective map of the set into itself. -/
theorem sum_symm {X : Finset Vec} {g : Vec → Vec} (hg : Function.Injective g)
    (h : ∀ x ∈ X, g x ∈ X) (f : Vec → ℝ) : ∑ x ∈ X, f (g x) = ∑ x ∈ X, f x := by
  have himg : X.image g = X :=
    Finset.eq_of_subset_of_card_le (Finset.image_subset_iff.2 h)
      (Finset.card_image_of_injective X hg).ge
  conv_rhs => rw [← himg]
  rw [Finset.sum_image hg.injOn]

/-- Sums over a cubic-invariant set are unchanged by cycling the components and by
changing the sign of the first one. -/
theorem CubicInvariant.sum_eq {X : Finset Vec} (h : CubicInvariant X) (f : Vec → ℝ) :
    ∑ x ∈ X, f (cycle x) = ∑ x ∈ X, f x ∧ ∑ x ∈ X, f (flipFirst x) = ∑ x ∈ X, f x := by
  refine ⟨sum_symm ?_ h.cycle_mem f, sum_symm ?_ h.flip_mem f⟩
  · intro x y e
    have h1 : x 1 = y 1 := congrFun e 0
    have h2 : x 2 = y 2 := congrFun e 1
    have h0 : x 0 = y 0 := congrFun e 2
    funext i
    fin_cases i
    exacts [h0, h1, h2]
  · intro x y e
    have h0 : -x 0 = -y 0 := congrFun e 0
    have h1 : x 1 = y 1 := congrFun e 1
    have h2 : x 2 = y 2 := congrFun e 2
    funext i
    fin_cases i
    exacts [neg_injective h0, h1, h2]
```

**Q:** Where are the odd moments removed?

**A:** In `odd_moment`, which allows any weight `g` unchanged by the two operations. The sign change says that the sum for component 0 equals its own negative, and `linarith` concludes that it is zero. The equations `e1` and `e2` are the cycling steps. Weight 1 gives \(\langle x_i\rangle=0\), and weight \(|x|^2\) gives the third-order moment.

```lean
/-- The first moment of a cubic-invariant set vanishes, also with any weight that has the
same two symmetries. -/
theorem odd_moment {X : Finset Vec} (h : CubicInvariant X) (g : Vec → ℝ)
    (hc : ∀ x, g (cycle x) = g x) (hf : ∀ x, g (flipFirst x) = g x) (i : Fin 3) :
    ∑ x ∈ X, g x * x i = 0 := by
  have h0 : ∑ x ∈ X, g x * x 0 = 0 := by
    have e : ∑ x ∈ X, g (flipFirst x) * (-x 0) = ∑ x ∈ X, g x * x 0 :=
      (h.sum_eq (fun x => g x * x 0)).2
    simp only [hf, mul_neg, Finset.sum_neg_distrib] at e
    linarith
  -- cycling carries the result to the other two components
  have e1 : ∑ x ∈ X, g (cycle x) * x 1 = ∑ x ∈ X, g x * x 0 :=
    (h.sum_eq (fun x => g x * x 0)).1
  have e2 : ∑ x ∈ X, g (cycle x) * x 2 = ∑ x ∈ X, g x * x 1 :=
    (h.sum_eq (fun x => g x * x 1)).1
  simp only [hc] at e1 e2
  fin_cases i
  exacts [h0, e1.trans h0, e2.trans (e1.trans h0)]
```

**Q:** And isotropy, which I would have taken from a rotationally invariant distribution?

**A:** The two discrete operations are enough at second order. In `second_moment`, `o01` is the sign-change argument, `o12` and `o20` follow by cycling, and `sy` supplies the transposed elements. `d1` and `d2` equate the diagonal elements. The statement uses sums, so \(q/3\) appears as one third of the summed squares.

```lean
/-- The second moment of a cubic-invariant set is isotropic: the sum of `(m·x) x` is one
third of the summed squares times `m`. -/
theorem second_moment {X : Finset Vec} (h : CubicInvariant X) (m : Vec) (i : Fin 3) :
    ∑ x ∈ X, (m ⬝ᵥ x) * x i = (∑ x ∈ X, x ⬝ᵥ x) / 3 * m i := by
  have sy : ∀ j k : Fin 3, ∑ x ∈ X, x j * x k = ∑ x ∈ X, x k * x j :=
    fun j k => Finset.sum_congr rfl (fun x _ => mul_comm _ _)
  -- the sign change removes one off-diagonal element, cycling the others
  have o01 : ∑ x ∈ X, x 0 * x 1 = 0 := by
    have e : ∑ x ∈ X, (-x 0) * x 1 = ∑ x ∈ X, x 0 * x 1 :=
      (h.sum_eq (fun x => x 0 * x 1)).2
    simp only [neg_mul, Finset.sum_neg_distrib] at e
    linarith
  have o12 : ∑ x ∈ X, x 1 * x 2 = 0 := (h.sum_eq (fun x => x 0 * x 1)).1.trans o01
  have o20 : ∑ x ∈ X, x 2 * x 0 = 0 := (h.sum_eq (fun x => x 1 * x 2)).1.trans o12
  have o10 := (sy 1 0).trans o01
  have o21 := (sy 2 1).trans o12
  have o02 := (sy 0 2).trans o20
  -- cycling makes the diagonal elements equal
  have d1 : ∑ x ∈ X, x 1 * x 1 = ∑ x ∈ X, x 0 * x 0 := (h.sum_eq (fun x => x 0 * x 0)).1
  have d2 : ∑ x ∈ X, x 2 * x 2 = ∑ x ∈ X, x 1 * x 1 := (h.sum_eq (fun x => x 1 * x 1)).1
  have all : (∑ x ∈ X, (m ⬝ᵥ x) * x 0 = (∑ x ∈ X, x ⬝ᵥ x) / 3 * m 0) ∧
      (∑ x ∈ X, (m ⬝ᵥ x) * x 1 = (∑ x ∈ X, x ⬝ᵥ x) / 3 * m 1) ∧
      (∑ x ∈ X, (m ⬝ᵥ x) * x 2 = (∑ x ∈ X, x ⬝ᵥ x) / 3 * m 2) := by
    refine ⟨?_, ?_, ?_⟩ <;>
      simp only [dot3, add_mul, mul_assoc, Finset.sum_add_distrib, ← Finset.mul_sum,
        o01, o12, o20, o10, o21, o02, d2, d1] <;> ring
  fin_cases i
  exacts [all.1, all.2.1, all.2.2]
```

**Q:** Then the main theorem should be my expansion again.

**A:** It is. `avg_cubic` says that for every nonempty `X` with the symmetry and every `m`, the average of \(|m+x|^2(m+x)\) is \((|m|^2+5q/3)m\). In the proof, `e` is the six-term expansion for component \(i\), verified by `ring`. `key` sums it over \(X\) and inserts the moments, and the last line divides by the number of elements. That division needs a nonempty set: for an empty one, `avg` returns zero, and the formula would fail for \(m\neq0\).

```lean
/-- Averaged over a nonempty cubic-invariant set of fluctuations with mean square `q`, the
cubic term `|m+x|² (m+x)` equals `(|m|² + 5q/3) m`. -/
theorem avg_cubic {X : Finset Vec} (hX : X.Nonempty) (h : CubicInvariant X) (m : Vec) :
    avg X (fun x => ((m + x) ⬝ᵥ (m + x)) • (m + x)) = (m ⬝ᵥ m + 5 / 3 * meanSq X) • m := by
  have h1 : ∀ i, ∑ x ∈ X, x i = 0 := fun i => by
    simpa using odd_moment h (fun _ => 1) (fun _ => rfl) (fun _ => rfl) i
  have h3 : ∀ i, ∑ x ∈ X, (x ⬝ᵥ x) * x i = 0 := odd_moment h (fun x => x ⬝ᵥ x)
    (fun x => by
      simp only [dot3]
      change x 1 * x 1 + x 2 * x 2 + x 0 * x 0 = _
      ring)
    (fun x => by
      simp only [dot3]
      change -x 0 * -x 0 + x 1 * x 1 + x 2 * x 2 = _
      ring)
  have hd : ∑ x ∈ X, m ⬝ᵥ x = 0 := by
    simp only [dot3, Finset.sum_add_distrib, ← Finset.mul_sum, h1]
    ring
  have hN : (X.card : ℝ)⁻¹ * X.card = 1 :=
    inv_mul_cancel₀ (Nat.cast_ne_zero.2 hX.card_pos.ne')
  funext i
  -- expand in powers of the fluctuation and insert the moments
  have key : ∑ x ∈ X, ((m + x) ⬝ᵥ (m + x)) * (m i + x i) =
      X.card * ((m ⬝ᵥ m) * m i) + 5 / 3 * (∑ x ∈ X, x ⬝ᵥ x) * m i := by
    have e : ∀ x : Vec, ((m + x) ⬝ᵥ (m + x)) * (m i + x i) =
        (m ⬝ᵥ m) * m i + (m ⬝ᵥ m) * x i + 2 * ((m ⬝ᵥ x) * x i) + (x ⬝ᵥ x) * m i
          + (x ⬝ᵥ x) * x i + 2 * m i * (m ⬝ᵥ x) := by
      intro x
      simp only [dot3, Pi.add_apply]
      ring
    simp only [e, Finset.sum_add_distrib, ← Finset.mul_sum, ← Finset.sum_mul, h1, h3, hd,
      second_moment h, Finset.sum_const, nsmul_eq_mul]
    ring
  simp only [avg, meanSq, Pi.smul_apply, Finset.sum_apply, smul_eq_mul, Pi.add_apply]
  rw [key]
  linear_combination ((m ⬝ᵥ m) * m i) * hN
```

**Q:** Does the averaged field keep its Landau form, or is there a new term?

**A:** It keeps the form. `avg_landauField` states that \(a\) becomes \(a+5bq/3\) and \(b\) stays the same, for any real \(a\) and \(b\). The proof splits the average into its linear and cubic parts (`split`), uses \(\langle m+x\rangle=m\) for the first and `avg_cubic` for the second.

```lean
/-- Averaging the Landau field over a nonempty cubic-invariant set of fluctuations with mean
square `q` replaces `a` by `a + 5bq/3` and leaves `b` unchanged. -/
theorem avg_landauField {X : Finset Vec} (hX : X.Nonempty) (h : CubicInvariant X)
    (a b : ℝ) (m : Vec) :
    avg X (fun x => landauField a b (m + x)) =
      landauField (a + 5 / 3 * b * meanSq X) b m := by
  have hN : (X.card : ℝ)⁻¹ * X.card = 1 :=
    inv_mul_cancel₀ (Nat.cast_ne_zero.2 hX.card_pos.ne')
  have hm : avg X (fun x => m + x) = m := by
    funext i
    have h1 : ∑ x ∈ X, x i = 0 := by
      simpa using odd_moment h (fun _ => 1) (fun _ => rfl) (fun _ => rfl) i
    simp only [avg, Pi.smul_apply, Finset.sum_apply, smul_eq_mul, Pi.add_apply,
      Finset.sum_add_distrib, h1, Finset.sum_const, nsmul_eq_mul]
    linear_combination m i * hN
  have split : avg X (fun x => landauField a b (m + x)) = a • avg X (fun x => m + x) +
      b • avg X (fun x => ((m + x) ⬝ᵥ (m + x)) • (m + x)) := by
    simp only [avg, landauField, mul_smul, Finset.sum_add_distrib, ← Finset.smul_sum]
    module
  rw [split, hm, avg_cubic hX h, landauField]
  module
```

This bears on spin-fluctuation corrections to Landau coefficients obtained from electronic-structure calculations, in the restricted case of a quartic energy and a prescribed symmetric set of fluctuations.

**Q:** What do you claim about the ordered moment itself?

**A:** Two things. `stationary_moment` says that the averaged field vanishes at a nonzero `m` exactly when \(b|m|^2=-(a+5bq/3)\). The proof factors out \(m\) and uses that a number times a nonzero vector is zero only if the number is.

```lean
/-- For a nonempty cubic-invariant set of fluctuations with mean square `q`, the averaged
Landau field vanishes at a nonzero `m` exactly when `b |m|² = -(a + 5bq/3)`. -/
theorem stationary_moment {X : Finset Vec} (hX : X.Nonempty) (h : CubicInvariant X)
    (a b : ℝ) {m : Vec} (hm : m ≠ 0) :
    avg X (fun x => landauField a b (m + x)) = 0 ↔
      b * (m ⬝ᵥ m) = -(a + 5 / 3 * b * meanSq X) := by
  rw [avg_landauField hX h, landauField, ← add_smul, smul_eq_zero, or_iff_left hm]
  constructor <;> intro e <;> linarith
```

`ordering_threshold` says that for \(b>0\) such a moment exists exactly when \(a+5bq/3<0\). One direction uses \(|m|^2>0\); the other constructs the moment along the first axis with the square root given earlier. Both theorems concern zeros of the averaged field. They don't compare free energies.

```lean
/-- For `b > 0` and a nonempty cubic-invariant set of fluctuations with mean square `q`, the
averaged Landau field vanishes at some nonzero moment exactly when `a + 5bq/3 < 0`. -/
theorem ordering_threshold {X : Finset Vec} (hX : X.Nonempty) (h : CubicInvariant X)
    (a : ℝ) {b : ℝ} (hb : 0 < b) :
    (∃ m : Vec, m ≠ 0 ∧ avg X (fun x => landauField a b (m + x)) = 0) ↔
      a + 5 / 3 * b * meanSq X < 0 := by
  constructor
  · rintro ⟨m, hm, e⟩
    rw [stationary_moment hX h a b hm] at e
    have h0 : 0 ≤ m ⬝ᵥ m := by
      rw [dot3]
      linarith [mul_self_nonneg (m 0), mul_self_nonneg (m 1), mul_self_nonneg (m 2)]
    have hpos : 0 < m ⬝ᵥ m :=
      lt_of_le_of_ne h0 (fun z => hm (dotProduct_self_eq_zero.1 z.symm))
    linarith [mul_pos hb hpos]
  · intro hA
    -- a moment along the first axis with the required length
    have hq : 0 < -(a + 5 / 3 * b * meanSq X) / b := div_pos (by linarith) hb
    have hm : (![√(-(a + 5 / 3 * b * meanSq X) / b), 0, 0] : Vec) ≠ 0 :=
      fun z => (Real.sqrt_pos.2 hq).ne' (congrFun z 0)
    refine ⟨_, hm, (stationary_moment hX h a b hm).2 ?_⟩
    rw [dot3]
    change b * (√(-(a + 5 / 3 * b * meanSq X) / b) * √(-(a + 5 / 3 * b * meanSq X) / b)
      + 0 * 0 + 0 * 0) = _
    rw [Real.mul_self_sqrt hq.le]
    generalize a + 5 / 3 * b * meanSq X = A
    have hb' : b ≠ 0 := hb.ne'
    have e : -A / b * b = -A := div_mul_cancel₀ _ hb'
    linarith
```

**Q:** I remember a factor 3 from the one-component problem. Which is right?

**A:** Each in its own setting. Take the two fluctuations \((\pm1,0,0)\), for which \(q=1\), and a moment \((\mu,0,0)\) along the same axis. The component along the axis averages to

\[
\tfrac12\bigl[(\mu+1)^3+(\mu-1)^3\bigr]=\mu^3+3\mu=(\mu^2+3q)\,\mu .
\]

This pair is closed under a sign change of any component, but cycling takes \((1,0,0)\) to \((0,0,1)\), which isn't in it. Sign symmetry alone therefore doesn't give \(5/3\). The whole mean square lies along the moment, so \(2(m\cdot x)x\) contributes \(2q\) instead of \(2q/3\).

`uniaxial_avg_cubic` proves this for every real \(\mu\). It first checks that the two vectors are distinct, so that the set really has two elements, then evaluates the sums and compares components; `ring` settles the one along the axis.

```lean
/-- For the uniaxial pair of fluctuations `±(1,0,0)` and a moment along the same axis, the
averaged cubic term is `(|m|² + 3q) m`, with `q` the mean square of the pair. -/
theorem uniaxial_avg_cubic (μ : ℝ) :
    avg {![1, 0, 0], ![-1, 0, 0]}
        (fun x => ((![μ, 0, 0] + x) ⬝ᵥ (![μ, 0, 0] + x)) • (![μ, 0, 0] + x)) =
      ((![μ, 0, 0] : Vec) ⬝ᵥ ![μ, 0, 0] + 3 * meanSq {![1, 0, 0], ![-1, 0, 0]}) •
        (![μ, 0, 0] : Vec) := by
  have hne : (![1, 0, 0] : Vec) ≠ ![-1, 0, 0] := by
    intro z
    have z0 : (1 : ℝ) = -1 := congrFun z 0
    norm_num at z0
  simp only [avg, meanSq, Finset.sum_pair hne, Finset.card_pair hne]
  funext i
  fin_cases i <;> simp
  -- only the component along the axis is left
  ring

end

end SpinFluctuationRenormalization
```

```lean
#print axioms SpinFluctuationRenormalization.avg_landauField
-- 'SpinFluctuationRenormalization.avg_landauField' depends on axioms: [propext, Classical.choice, Quot.sound]
#print axioms SpinFluctuationRenormalization.ordering_threshold
-- 'SpinFluctuationRenormalization.ordering_threshold' depends on axioms: [propext, Classical.choice, Quot.sound]
#print axioms SpinFluctuationRenormalization.uniaxial_avg_cubic
-- 'SpinFluctuationRenormalization.uniaxial_avg_cubic' depends on axioms: [propext, Classical.choice, Quot.sound]
```
